# Hamiltonians with hopping only on a graph's edges that agree within distance R of a site have the same moments at that site up to order 2R + 1

Two complex matrices `H` and `H'` act as one-particle Hamiltonians on the finitely many sites of a graph, with hopping only along edges; on-site terms are free, and neither matrix need be Hermitian. If their entries agree between all sites within graph distance `R` of a site `o`, then the diagonal entries of `H ^ n` and `H' ^ n` at `o` are equal for every `n ≤ 2 * R + 1`. These entries are the moments of the Hamiltonians at `o`, called return amplitudes in the file. For positive `n`, the proof splits the power into two outer parts of at most `R` factors each and one factor between them, and shows that the terms of the resulting sums either agree or vanish.

As first written in Lean, the proof fails:

```lean
import Mathlib

open Matrix
open scoped Matrix.Norms.L2Operator

namespace ReturnAmplitudeEq

noncomputable section

variable {V : Type*} [Fintype V] [DecidableEq V]

/-- Site `i` lies within graph distance `R` of site `o`: some walk of at most `R` steps
leads from `o` to `i`. -/
def InBall (G : SimpleGraph V) (o : V) (R : ℕ) (i : V) : Prop :=
  ∃ p : G.Walk o i, p.length ≤ R

/-- The off-diagonal entries (hoppings) of `H` live only on edges of the graph. -/
def HopsOn (G : SimpleGraph V) (H : Matrix V V ℂ) : Prop :=
  ∀ i j, i ≠ j → ¬ G.Adj i j → H i j = 0

omit [Fintype V] [DecidableEq V] in
private lemma InBall.mono {G : SimpleGraph V} {o i : V} {m n : ℕ}
    (h : InBall G o m i) (hmn : m ≤ n) : InBall G o n i := by
  obtain ⟨p, hp⟩ := h
  exact ⟨p, hp.trans hmn⟩

/-- For a Hamiltonian `H` with hoppings only on edges, the entry `(H ^ n) o j` vanishes if `j` does
not lie within distance `n` of `o`. -/
theorem pow_eq_zero_outside {G : SimpleGraph V} {H : Matrix V V ℂ} (hH : HopsOn G H)
    (o : V) (n : ℕ) (j : V) (hj : ¬ InBall G o n j) : (H ^ n) o j = 0 := by
  induction n generalizing j with
  | zero =>
    have hne : o ≠ j := by
      rintro rfl
      exact hj ⟨SimpleGraph.Walk.nil, by simp⟩
    rw [pow_zero, Matrix.one_apply_ne hne]
  | succ n ih =>
    rw [pow_succ, Matrix.mul_apply]
    refine Finset.sum_eq_zero fun k _ => ?_
    by_cases hk : InBall G o n k
    · -- one more hop from `k` cannot reach `j`
      have h0 : H k j = 0 := by
        apply hH
        · rintro rfl
          exact hj (hk.mono (Nat.le_succ n))
        · intro hadj
          obtain ⟨p, hp⟩ := hk
          exact hj ⟨p.concat hadj, by rw [SimpleGraph.Walk.length_concat]; omega⟩
      rw [h0, mul_zero]
    · rw [ih k hk, zero_mul]

private lemma row_eq {G : SimpleGraph V} {H H' : Matrix V V ℂ} (hH : HopsOn G H)
    (hH' : HopsOn G H') {o : V} {R : ℕ}
    (heq : ∀ i j, InBall G o R i → InBall G o R j → H i j = H' i j)
    (n : ℕ) (hn : n ≤ R) (j : V) : (H ^ n) o j = (H' ^ n) o j := by
  induction n generalizing j with
  | zero => rw [pow_zero, pow_zero]
  | succ n ih =>
    by_cases hj : InBall G o (n + 1) j
    · rw [pow_succ, pow_succ, Matrix.mul_apply, Matrix.mul_apply]
      refine Finset.sum_congr rfl fun k _ => ?_
      by_cases hk : InBall G o n k
      · rw [ih (by omega) k, heq k j (hk.mono (by omega)) (hj.mono hn)]
      · rw [pow_eq_zero_outside hH o n k hk, pow_eq_zero_outside hH' o n k hk,
          zero_mul, zero_mul]
    · rw [pow_eq_zero_outside hH o _ j hj, pow_eq_zero_outside hH' o _ j hj]

/-- Two Hamiltonians with hoppings only on edges, whose entries agree between sites within
distance `R` of `o`, have equal return amplitudes at `o` up to order `2R + 1`. -/
theorem return_amplitude_eq {G : SimpleGraph V} {H H' : Matrix V V ℂ} (hH : HopsOn G H)
    (hH' : HopsOn G H') {o : V} {R : ℕ}
    (heq : ∀ i j, InBall G o R i → InBall G o R j → H i j = H' i j)
    (n : ℕ) (hn : n ≤ 2 * R + 1) : (H ^ n) o o = (H' ^ n) o o := by
  rcases Nat.eq_zero_or_pos n with rfl | hpos
  · rw [pow_zero, pow_zero]
  -- split the closed walk into two halves of at most `R` steps and one middle step
  obtain ⟨a, b, ha, hb, rfl⟩ : ∃ a b, a ≤ R ∧ b ≤ R ∧ n = a + 1 + b :=
    ⟨(n - 1) / 2, n - 1 - (n - 1) / 2, by omega, by omega, by omega⟩
  have hT : HopsOn G Hᵀ := fun i j hij hadj => hH j i hij.symm fun h => hadj h.symm
  have hT' : HopsOn G H'ᵀ := fun i j hij hadj => hH' j i hij.symm fun h => hadj h.symm
  have hcol : ∀ k, (H ^ b) k o = (H' ^ b) k o := fun k => by
    have h := row_eq hT hT' (fun i j hi hj => heq j i hj hi) b hb k
    simpa only [← Matrix.transpose_pow, Matrix.transpose_apply] using h
  have hout : ∀ k, ¬ InBall G o R k → (H' ^ b) k o = 0 := fun k hk => by
    have h := pow_eq_zero_outside hT' o b k fun h => hk (h.mono hb)
    simpa only [← Matrix.transpose_pow, Matrix.transpose_apply] using h
  rw [pow_add, pow_add, Matrix.mul_apply, Matrix.mul_apply]
  refine Finset.sum_congr rfl fun k _ => ?_
  rw [hcol k]
  by_cases hk : InBall G o R k
  · congr 1
    rw [pow_succ, pow_succ, Matrix.mul_apply, Matrix.mul_apply]
    refine Finset.sum_congr rfl fun j _ => ?_
    by_cases hj : InBall G o R j
    · rw [row_eq hH hH' heq a ha j, heq j k hj hk]
    · have hja : ¬ InBall G o a j := fun h => hj (h.mono ha)
      rw [pow_eq_zero_outside hH o a j hja, pow_eq_zero_outside hH' o a j hja,
        zero_mul, zero_mul]
  · rw [hout k hk, mul_zero, mul_zero]

end

end ReturnAmplitudeEq
```

Compiling this gives:

```
Main.lean:87:42: error: Tactic `rewrite` failed: Did not find an occurrence of the pattern
  (?m.329 * ?m.330) ?m.331 ?m.332
in the target expression
  ∑ j, (H ^ a * H ^ 1) o j * (H ^ b) j o = (H' ^ (a + 1 + b)) o o

case inr
V : Type u_1
inst✝¹ : Fintype V
inst✝ : DecidableEq V
G : SimpleGraph V
H H' : Matrix V V ℂ
hH : HopsOn G H
hH' : HopsOn G H'
o : V
R : ℕ
heq : ∀ (i j : V), InBall G o R i → InBall G o R j → H i j = H' i j
a b : ℕ
ha : a ≤ R
hb : b ≤ R
hn : a + 1 + b ≤ 2 * R + 1
hpos : a + 1 + b > 0
hT : HopsOn G Hᵀ
hT' : HopsOn G H'ᵀ
hcol : ∀ (k : V), (H ^ b) k o = (H' ^ b) k o
hout : ∀ (k : V), ¬InBall G o R k → (H' ^ b) k o = 0
⊢ ∑ j, (H ^ a * H ^ 1) o j * (H ^ b) j o = (H' ^ (a + 1 + b)) o o

Note: The target expression is not type-correct under the `implicit` transparency level, which may have triggered the failure. This is usually caused by unfolding of semireducible definitions in prior tactic steps. Use `set_option linter.tacticCheckInstances true` to investigate the source of the issue.
Full error:
  function expected
    (H ^ a * H ^ 1) o
```

Cause. The error comes from where the second `pow_add` lands. The first turns `H ^ (a + 1 + b)` into `H ^ (a + 1) * H ^ b`. The second, given no arguments, is meant for the power of `H'` on the right, but `H ^ (a + 1)` also has a sum as exponent and is matched first, so it becomes `H ^ a * H ^ 1`.

The first `Matrix.mul_apply` then expands the left side into a sum over `j`. The second finds nothing it can rewrite: the right side is still the single power `H' ^ (a + 1 + b)`, and the remaining matrix product on the left has the entry `o j`, where `j` is bound by the sum, out of reach of `rw`.

The repair gives `pow_add` its arguments, so that one rewrite splits the power of `H` and the other that of `H'`, both at `a + 1` and `b`. Each side is then a product of two matrices, and the two uses of `Matrix.mul_apply` expand one side each.

Lean's note that the target is not type-correct at `implicit` transparency offers only a possible cause, and the repair does not need to address it.

The repair, with which the file compiles:

```diff
@@ -85,5 +85,5 @@
     have h := pow_eq_zero_outside hT' o b k fun h => hk (h.mono hb)
     simpa only [← Matrix.transpose_pow, Matrix.transpose_apply] using h
-  rw [pow_add, pow_add, Matrix.mul_apply, Matrix.mul_apply]
+  rw [pow_add H (a + 1) b, pow_add H' (a + 1) b, Matrix.mul_apply, Matrix.mul_apply]
   refine Finset.sum_congr rfl fun k _ => ?_
   rw [hcol k]
```
